# Away from the origin, the force of a circular valley is minus the gradient of its energy

A point z of the plane, written as a complex number, has energy c/2 · (|z| − R)² and feels the radial force c(R − |z|) z/|z|, where c and R are any real numbers. The declaration states that, for z ≠ 0, the derivative of the energy along z + s·w at s = 0 is minus the scalar product of the force with w. The direction w is an arbitrary vector, not necessarily of unit length. The attempt writes the energy along this line in Cartesian coordinates, differentiates it by the chain rule, and then tries to match the result to the stated derivative by algebra.

In Lean, a first try:

```lean
import Mathlib

open Filter Topology

namespace ValleyForceEqNegGradient

noncomputable section

/-- Energy of a circular valley with floor at radius `R` and stiffness `c`. -/
def valleyEnergy (c R : ℝ) (z : ℂ) : ℝ := c / 2 * (‖z‖ - R) ^ 2

/-- Radial valley force `c (R - |z|)` along the outward unit vector `z / |z|`, for `z ≠ 0`. -/
def valleyForce (c R : ℝ) (z : ℂ) : ℂ := ((c * (R - ‖z‖) / ‖z‖ : ℝ) : ℂ) * z

/-- Away from the origin, the valley force is minus the gradient of the valley energy:
the slope of the energy along any direction `w` is minus the scalar product of force and `w`. -/
theorem valleyForce_eq_neg_gradient (c R : ℝ) {z : ℂ} (hz : z ≠ 0) (w : ℂ) :
    HasDerivAt (fun s : ℝ => valleyEnergy c R (z + (s : ℂ) * w))
      (-((valleyForce c R z).re * w.re + (valleyForce c R z).im * w.im)) 0 := by
  have hn : ∀ u : ℂ, ‖u‖ = √(u.re ^ 2 + u.im ^ 2) := by
    intro u
    rw [← Real.sqrt_sq (norm_nonneg u), Complex.sq_norm, Complex.normSq_apply]
    congr 1
    ring
  have hz' : ‖z‖ ≠ 0 := norm_ne_zero_iff.2 hz
  have h0 : √((z.re + 0 * w.re) ^ 2 + (z.im + 0 * w.im) ^ 2) = ‖z‖ := by
    rw [hn]
    simp
  have hlin : ∀ a b : ℝ, HasDerivAt (fun s : ℝ => a + s * b) b 0 := fun a b =>
    (((hasDerivAt_id' (0 : ℝ)).mul_const b).const_add a).congr_deriv (one_mul _)
  have hq := ((hlin z.re w.re).fun_pow 2).fun_add ((hlin z.im w.im).fun_pow 2)
  have hne : (z.re + 0 * w.re) ^ 2 + (z.im + 0 * w.im) ^ 2 ≠ 0 := by
    intro h
    rw [h, Real.sqrt_zero] at h0
    exact hz' h0.symm
  -- the energy along the line, in Cartesian coordinates
  have hfun : (fun s : ℝ => valleyEnergy c R (z + (s : ℂ) * w)) = fun s : ℝ =>
      c / 2 * (√((z.re + s * w.re) ^ 2 + (z.im + s * w.im) ^ 2) - R) ^ 2 := by
    funext s
    rw [valleyEnergy, hn]
    simp
  rw [hfun]
  refine ((((hq.sqrt hne).sub_const R).fun_pow 2).const_mul (c / 2)).congr_deriv ?_
  simp only [h0, valleyForce, Complex.re_ofReal_mul, Complex.im_ofReal_mul,
    Nat.cast_ofNat, show (2 : ℕ) - 1 = 1 from rfl, pow_one, zero_mul, add_zero]
  field_simp
  ring

end

end ValleyForceEqNegGradient
```

Lean reports:

```
Try this:
  [apply] ring_nf
  
  The `ring` tactic failed to close the goal. Use `ring_nf` to obtain a normal form.
    
  Note that `ring` works primarily in *commutative* rings. If you have a noncommutative ring, abelian group or module, consider using `noncomm_ring`, `abel` or `module` instead.
Main.lean:19:78: error: unsolved goals
c R : ℝ
z : ℂ
hz : z ≠ 0
w : ℂ
hn : ∀ (u : ℂ), ‖u‖ = √(u.re ^ 2 + u.im ^ 2)
hz' : ‖z‖ ≠ 0
h0 : √((z.re + 0 * w.re) ^ 2 + (z.im + 0 * w.im) ^ 2) = ‖z‖
hlin : ∀ (a b : ℝ), HasDerivAt (fun s => a + s * b) b 0
hq :
  HasDerivAt (fun i => (z.re + i * w.re) ^ 2 + (z.im + i * w.im) ^ 2)
    (↑2 * (z.re + 0 * w.re) ^ (2 - 1) * w.re + ↑2 * (z.im + 0 * w.im) ^ (2 - 1) * w.im) 0
hne : (z.re + 0 * w.re) ^ 2 + (z.im + 0 * w.im) ^ 2 ≠ 0
hfun :
  (fun s => valleyEnergy c R (z + ↑s * w)) = fun s => c / 2 * (√((z.re + s * w.re) ^ 2 + (z.im + s * w.im) ^ 2) - R) ^ 2
⊢ c * z.re * √(z.re ^ 2 + z.im ^ 2) * w.re * ‖z‖ * (√(z.re ^ 2 + z.im ^ 2))⁻¹ -
          c * z.re * R * w.re * ‖z‖ * (√(z.re ^ 2 + z.im ^ 2))⁻¹ +
        c * z.im * √(z.re ^ 2 + z.im ^ 2) * w.im * ‖z‖ * (√(z.re ^ 2 + z.im ^ 2))⁻¹ -
      c * z.im * R * w.im * ‖z‖ * (√(z.re ^ 2 + z.im ^ 2))⁻¹ =
    -(c * z.re * R * w.re) + c * z.re * w.re * ‖z‖ - c * z.im * R * w.im + c * z.im * w.im * ‖z‖
Main.lean:44:13: warning: This simp argument is unused:
  h0

Hint: Omit it from the simp argument list.
  [apply] simp only [valleyForce, Complex.re_ofReal_mul, Complex.im_ofReal_mul, Nat.cast_ofNat,
    show (2 : ℕ) - 1 = 1 from rfl, pow_one, zero_mul, add_zero]

Note: This linter can be disabled with `set_option linter.unusedSimpArgs false`
```

Diagnosis. The error is an unsolved goal left by the final `ring`, whose "Try this" message only reports that it failed to close the goal. In that goal the length of z appears both as `‖z‖` and as `√(z.re ^ 2 + z.im ^ 2)`, which `ring` does not know to be equal.

`h0` was meant to turn the square root into `‖z‖`, but its left side contains the terms `0 * w.re` and `0 * w.im`. `simp only` simplifies inside the square root first, where `zero_mul` and `add_zero` remove these terms. By the time it reaches the root itself, `h0` no longer matches, hence the warning that it is unused.

The repair replaces `h0` with `← hn z`, which rewrites `√(z.re ^ 2 + z.im ^ 2)` to `‖z‖` and so fits the simplified form. With only `‖z‖` left, and `hz'` saying it is nonzero, `field_simp` and `ring` finish the proof.

This version goes through:

```diff
@@ -42,5 +42,5 @@
   rw [hfun]
   refine ((((hq.sqrt hne).sub_const R).fun_pow 2).const_mul (c / 2)).congr_deriv ?_
-  simp only [h0, valleyForce, Complex.re_ofReal_mul, Complex.im_ofReal_mul,
+  simp only [← hn z, valleyForce, Complex.re_ofReal_mul, Complex.im_ofReal_mul,
     Nat.cast_ofNat, show (2 : ℕ) - 1 = 1 from rfl, pow_one, zero_mul, add_zero]
   field_simp
```
